# One positive root and a threshold at $f=1/d$ in the Bruggeman equation for positive permittivities, $d>1$

A program that solves the Bruggeman equation numerically may land on a negative root, or switch between roots during a sweep over the permittivity of one component. A switch makes the computed permittivity jump where the mixture does nothing unusual. If there is exactly one positive root, its sign is enough to pick it out.

## The mixture and its equation

A fraction $f$ of permittivity $\epsilon_m$ is mixed with a fraction $1-f$ of permittivity $\epsilon_i$. The effective permittivity $\epsilon$ is sought from

$$B(\epsilon)=f\,\frac{\epsilon_m-\epsilon}{\epsilon_m+(d-1)\epsilon}+(1-f)\,\frac{\epsilon_i-\epsilon}{\epsilon_i+(d-1)\epsilon}=0 .$$

This condition is postulated. Each grain, a sphere for $d=3$ or a disc for $d=2$, is treated as if embedded in the effective medium, and the polarisations of the grains, measured relative to that medium, must average to zero.

```lean
import Mathlib

open Filter Topology

noncomputable section

namespace BruggemanPercolation
```

In Lean, `em`, `ei` and `e` are $\epsilon_m$, $\epsilon_i$ and $\epsilon$. All quantities are real, including $d$, and `BruggemanEq` keeps the fractions.

```lean
/-- The Bruggeman equation in dimension `d` for inclusions `em` at filling `f` in a medium `ei`,
with effective permittivity `e`. No condition on the denominators is included; Lean sets `x / 0 =
0`. -/
def BruggemanEq (d f em ei e : ℝ) : Prop :=
  f * (em - e) / (em + (d - 1) * e) + (1 - f) * (ei - e) / (ei + (d - 1) * e) = 0
```

Write $L$ for the combination `linCoeff`.

```lean
/-- The linear coefficient of the Bruggeman quadratic. -/
def linCoeff (d f em ei : ℝ) : ℝ := (d * f - 1) * em + (d * (1 - f) - 1) * ei
```

The next definition is a candidate solution, written $E$ below; part (b) tests it.

```lean
/-- A candidate closed formula for the effective permittivity, meant for `d > 1` and positive `em`
and `ei`. -/
def effEps (d f em ei : ℝ) : ℝ :=
  (linCoeff d f em ei + √(linCoeff d f em ei ^ 2 + 4 * (d - 1) * em * ei)) / (2 * (d - 1))
```

For the limits, $\epsilon$ must be followed as $\epsilon_m$ varies. `IsBranch` describes any function that is positive and solves the equation at every $\epsilon_m>0$, with $d$, $f$ and $\epsilon_i$ fixed. Continuity is not assumed.

```lean
/-- A positive solution of the Bruggeman equation followed as a function of `em > 0`. -/
def IsBranch (d f ei : ℝ) (e : ℝ → ℝ) : Prop :=
  ∀ em, 0 < em → 0 < e em ∧ BruggemanEq d f em ei (e em)
```

The results bear on estimates of the static dielectric constant of composites, within this two-component mean-field model with real positive permittivities. Lossy materials and metals at optical frequencies are not covered. The threshold belongs to the equation; nothing is said about connected clusters in an actual microstructure.

In parts (a) to (h) and (j), $d>1$ and $\epsilon_i>0$, and $\epsilon_m>0$ wherever it is held fixed. The fraction $f$ may be any real number unless restricted.

## (a) Clearing the fractions

**Task.** For $\epsilon>0$, show that $B(\epsilon)=0$ is equivalent to
$$(d-1)\epsilon^2-L\epsilon-\epsilon_m\epsilon_i=0 .$$

**Solution.** Both denominators are positive, so multiplying by them loses nothing:
$$f(\epsilon_m-\epsilon)(\epsilon_i+(d-1)\epsilon)+(1-f)(\epsilon_i-\epsilon)(\epsilon_m+(d-1)\epsilon)=0 .$$
The constant term is $\epsilon_m\epsilon_i$ and the coefficient of $\epsilon^2$ is $-(d-1)$. The coefficient of $\epsilon$ is
$$[f(d-1)-(1-f)]\epsilon_m+[(1-f)(d-1)-f]\epsilon_i=(df-1)\epsilon_m+(d(1-f)-1)\epsilon_i=L .$$
A change of sign gives the claim; it is the factor `(-1)` in `linear_combination`.

```lean
variable {d f em ei : ℝ}

/-- For positive permittivities the Bruggeman equation is equivalent to a quadratic equation. -/
theorem bruggemanEq_iff_quadratic {e : ℝ} (hd : 1 < d) (hm : 0 < em) (hi : 0 < ei)
    (he : 0 < e) : BruggemanEq d f em ei e ↔
      (d - 1) * e ^ 2 - linCoeff d f em ei * e - em * ei = 0 := by
  have h0 := mul_pos (sub_pos.2 hd) he
  have h1 : 0 < em + (d - 1) * e := add_pos hm h0
  have h2 : 0 < ei + (d - 1) * e := add_pos hi h0
  unfold BruggemanEq linCoeff
  rw [div_add_div _ _ h1.ne' h2.ne', div_eq_zero_iff, or_iff_left (mul_pos h1 h2).ne']
  constructor <;> intro h <;> linear_combination (-1) * h
```

## (b) Testing the candidate

**Task.** With $D=L^2+4(d-1)\epsilon_m\epsilon_i$ and $E=(L+\sqrt D)/(2(d-1))$, show that
$$E>0,\qquad (d-1)E^2-LE-\epsilon_m\epsilon_i=0 .$$

**Solution.** Since $D>L^2$, we have $\sqrt D>|L|\ge -L$, so the numerator is positive. Next, $2(d-1)E-L=\sqrt D$. Squaring and cancelling $L^2$ gives
$$4(d-1)^2E^2-4(d-1)LE=4(d-1)\epsilon_m\epsilon_i ,$$
and division by $4(d-1)$ finishes. In the code `hE` is the linear relation and `hs` is $(\sqrt D)^2=D$.

```lean
/-- The closed formula is positive and solves the Bruggeman quadratic. -/
theorem effEps_pos_and_root (hd : 1 < d) (hm : 0 < em) (hi : 0 < ei) :
    0 < effEps d f em ei ∧ (d - 1) * effEps d f em ei ^ 2
      - linCoeff d f em ei * effEps d f em ei - em * ei = 0 := by
  have hd' : 0 < d - 1 := sub_pos.2 hd
  have hp : 0 < 4 * (d - 1) * em * ei :=
    mul_pos (mul_pos (mul_pos (by norm_num) hd') hm) hi
  have hs := Real.sq_sqrt (add_nonneg (sq_nonneg (linCoeff d f em ei)) hp.le)
  constructor
  · have h : -linCoeff d f em ei < √(linCoeff d f em ei ^ 2 + 4 * (d - 1) * em * ei) :=
      Real.lt_sqrt_of_sq_lt (by rw [neg_sq]; linarith)
    exact div_pos (by linarith) (by linarith)
  · have hE : 2 * (d - 1) * effEps d f em ei = linCoeff d f em ei
        + √(linCoeff d f em ei ^ 2 + 4 * (d - 1) * em * ei) := by
      have h0 : d - 1 ≠ 0 := hd'.ne'
      rw [effEps]
      field_simp
    -- complete the square
    have h4 : 4 * (d - 1) ≠ 0 := by linarith
    apply mul_left_cancel₀ h4
    linear_combination (2 * (d - 1) * effEps d f em ei - linCoeff d f em ei
      + √(linCoeff d f em ei ^ 2 + 4 * (d - 1) * em * ei)) * hE + hs
```

## (c) Comparing two positive roots

**Task.** For $\epsilon>0$, show that
$$B(\epsilon)=0\iff\epsilon=E .$$

**Solution.** If $\epsilon$ is a root, subtract the quadratic for $E$ from the one for $\epsilon$:
$$(\epsilon-E)\,[(d-1)(\epsilon+E)-L]=0 .$$
The quadratic for $\epsilon$ reads $\epsilon\,[(d-1)\epsilon-L]=\epsilon_m\epsilon_i>0$, so $(d-1)\epsilon-L>0$. Adding $(d-1)E>0$ shows that the square bracket in the product is positive (`h4`), hence $\epsilon=E$. The converse is (b) with (a).

```lean
/-- A positive `e` solves the Bruggeman equation exactly when it equals the closed formula. -/
theorem bruggemanEq_iff_eq_effEps {e : ℝ} (hd : 1 < d) (hm : 0 < em) (hi : 0 < ei)
    (he : 0 < e) : BruggemanEq d f em ei e ↔ e = effEps d f em ei := by
  obtain ⟨hE, h2⟩ := effEps_pos_and_root (f := f) hd hm hi
  rw [bruggemanEq_iff_quadratic hd hm hi he]
  constructor
  · intro h1
    have hp : 0 < e * ((d - 1) * e - linCoeff d f em ei) := by
      have := mul_pos hm hi
      linarith
    have h3 := (mul_pos_iff_of_pos_left he).1 hp
    have h4 : 0 < (d - 1) * (e + effEps d f em ei) - linCoeff d f em ei := by
      have := mul_pos (sub_pos.2 hd) hE
      linarith
    -- the difference of the two quadratics factors
    have h5 : (e - effEps d f em ei) *
        ((d - 1) * (e + effEps d f em ei) - linCoeff d f em ei) = 0 := by
      linear_combination h1 - h2
    exact sub_eq_zero.1 ((mul_eq_zero.1 h5).resolve_right h4.ne')
  · intro h
    rw [h]
    exact h2
```

## (d) Counting the positive roots

**Task.** Show that
$$\exists!\,\epsilon:\quad \epsilon>0\ \text{ and }\ B(\epsilon)=0 .$$

**Solution.** By (b) and (c), $E$ is such a root, and by (c) any other equals it.

Positivity of the permittivities matters. Take $d=2$, $f=\tfrac12$, $\epsilon_m=-2$, $\epsilon_i=1$. Clearing fractions gives $\epsilon^2=-2$, which has no real solution.

```lean
/-- The Bruggeman equation has exactly one positive root. -/
theorem existsUnique_pos_root (f : ℝ) (hd : 1 < d) (hm : 0 < em) (hi : 0 < ei) :
    ∃! e, 0 < e ∧ BruggemanEq d f em ei e := by
  have hE := (effEps_pos_and_root (f := f) hd hm hi).1
  exact ⟨effEps d f em ei, ⟨hE, (bruggemanEq_iff_eq_effEps hd hm hi hE).2 rfl⟩,
    fun y hy => (bruggemanEq_iff_eq_effEps hd hm hi hy.1).1 hy.2⟩
```

## (e) A branch exists

**Task.** Show that, for every $\epsilon_m>0$,
$$E(\epsilon_m)>0,\qquad B(E(\epsilon_m))=0 .$$

**Solution.** Apply (b) and (c) at each $\epsilon_m$. The limit theorems below therefore concern something that exists, and by (c) every branch agrees with $E$ for $\epsilon_m>0$.

```lean
/-- The closed formula, as a function of `em`, is a positive branch of solutions. -/
theorem isBranch_witness (f : ℝ) (hd : 1 < d) (hi : 0 < ei) :
    IsBranch d f ei (fun em => effEps d f em ei) := by
  intro em hm
  have hE := (effEps_pos_and_root (f := f) hd hm hi).1
  exact ⟨hE, (bruggemanEq_iff_eq_effEps hd hm hi hE).2 rfl⟩
```

## (f) Bounds from the constituents

**Task.** Let $0<f<1$ and $\epsilon_i<\epsilon_m$. Show that the positive root satisfies
$$\epsilon_i<\epsilon<\epsilon_m .$$

**Solution.** If $\epsilon\le\epsilon_i$, the first term of $B$ is positive and the second is non-negative, so $B(\epsilon)>0$. If $\epsilon\ge\epsilon_m$, the first is non-positive and the second negative, so $B(\epsilon)<0$. Both contradict $B(\epsilon)=0$. Lean uses the same signs after cross-multiplication, as `t1` and `t2`.

At $f=1$ the root is $\epsilon_m$ itself, and the strict upper bound fails.

```lean
/-- For a genuine mixture with `ei < em`, the effective permittivity lies strictly between
those of the constituents. -/
theorem between_constituents {e : ℝ} (hd : 1 < d) (hf0 : 0 < f) (hf1 : f < 1) (hi : 0 < ei)
    (him : ei < em) (he : 0 < e) (h : BruggemanEq d f em ei e) : ei < e ∧ e < em := by
  have hm := hi.trans him
  have hq := (bruggemanEq_iff_quadratic hd hm hi he).1 h
  unfold linCoeff at hq
  have h0 := mul_pos (sub_pos.2 hd) he
  have h1 : 0 < em + (d - 1) * e := add_pos hm h0
  have h2 : 0 < ei + (d - 1) * e := add_pos hi h0
  constructor
  · by_contra hc
    have hc' := not_lt.1 hc
    have t1 := mul_pos (mul_pos hf0 (sub_pos.2 (hc'.trans_lt him))) h2
    have t2 := mul_nonneg (mul_nonneg (sub_pos.2 hf1).le (sub_nonneg.2 hc')) h1.le
    nlinarith [t1, t2, hq]
  · by_contra hc
    have hc' := not_lt.1 hc
    have t1 := mul_nonneg (mul_nonneg hf0.le (sub_nonneg.2 hc')) h2.le
    have t2 := mul_pos (mul_pos (sub_pos.2 hf1) (sub_pos.2 (him.trans_le hc'))) h1
    nlinarith [t1, t2, hq]
```

## (g) The ratio for a highly polarisable component

**Task.** Show that along any branch, as $\epsilon_m\to\infty$,
$$\frac{\epsilon}{\epsilon_m}\to\frac{\max(df-1,0)}{d-1} .$$

**Solution.** Put $t=1/\epsilon_m$ and $b(t)=df-1+(d(1-f)-1)\epsilon_i t$. Then $L=\epsilon_m b(t)$, and dividing $E$ by $\epsilon_m$ gives
$$\frac{\epsilon}{\epsilon_m}=\frac{b(t)+\sqrt{b(t)^2+4(d-1)\epsilon_i t}}{2(d-1)} .$$
The right side is continuous in $t$. At $t=0$ it equals $(df-1+|df-1|)/(2(d-1))$, which is the stated limit. `hc` is the continuity, `key` the resulting limit as $t\to0$, and `hb` and `hD` the rescaling.

```lean
/-- As `em` tends to infinity, `e / em` tends to `max (d f - 1) 0 / (d - 1)`. -/
theorem tendsto_ratio {e : ℝ → ℝ} (hd : 1 < d) (hi : 0 < ei) (h : IsBranch d f ei e) :
    Tendsto (fun em => e em / em) atTop (𝓝 (max (d * f - 1) 0 / (d - 1))) := by
  -- the ratio is a continuous function of `1 / em`
  have hc : Continuous (fun t : ℝ => ((d * f - 1 + (d * (1 - f) - 1) * ei * t)
      + √((d * f - 1 + (d * (1 - f) - 1) * ei * t) ^ 2 + 4 * (d - 1) * ei * t))
        / (2 * (d - 1))) := by fun_prop
  have key := hc.tendsto' 0 (max (d * f - 1) 0 / (d - 1)) (by
    simp only [mul_zero, add_zero, Real.sqrt_sq_eq_abs]
    rcases le_total 0 (d * f - 1) with h | h
    · rw [abs_of_nonneg h, max_eq_left h, ← two_mul, mul_div_mul_left _ _ two_ne_zero]
    · rw [abs_of_nonpos h, max_eq_right h, add_neg_cancel, zero_div, zero_div])
  refine (key.comp tendsto_inv_atTop_zero).congr' ?_
  filter_upwards [eventually_gt_atTop 0] with em hm
  have hu : em * em⁻¹ = 1 := mul_inv_cancel₀ hm.ne'
  have hb : linCoeff d f em ei = em * (d * f - 1 + (d * (1 - f) - 1) * ei * em⁻¹) := by
    unfold linCoeff
    linear_combination (-((d * (1 - f) - 1) * ei)) * hu
  have hD : linCoeff d f em ei ^ 2 + 4 * (d - 1) * em * ei = em ^ 2 *
      ((d * f - 1 + (d * (1 - f) - 1) * ei * em⁻¹) ^ 2 + 4 * (d - 1) * ei * em⁻¹) := by
    rw [hb]
    linear_combination (-(4 * (d - 1) * ei * em)) * hu
  have fin : ∀ β S : ℝ, (β + S) / (2 * (d - 1)) = (em * β + em * S) / (2 * (d - 1)) / em := by
    intro β S
    rw [← mul_add, mul_div_assoc, mul_div_cancel_left₀ _ hm.ne']
  rw [(bruggemanEq_iff_eq_effEps hd hm hi (h em hm).1).1 (h em hm).2, effEps, hD,
    Real.sqrt_mul (sq_nonneg em), Real.sqrt_sq hm.le, hb]
  exact fin _ _
```

## (h) Both sides of the threshold

**Task.** Show that, as $\epsilon_m\to\infty$,
$$\epsilon\to\frac{\epsilon_i}{1-df}\ \ \text{if } f<\tfrac1d,\qquad \frac{\epsilon}{\epsilon_m}\to\frac{df-1}{d-1}\ \ \text{if } f>\tfrac1d .$$

**Solution.** The second limit is (g) with $df>1$. For the first, $r=\epsilon/\epsilon_m\to0$ by (g). Divide the quadratic by $\epsilon_m$ and collect $\epsilon$:
$$\epsilon=\epsilon_i\,\frac{1+(d(1-f)-1)r}{(1-df)+(d-1)r} .$$
The denominator tends to $1-df>0$, so the limit follows. `hlim` is the limit of the right side, and the closing `linear_combination` proves the identity.

For $f<1/d$ and large $\epsilon_m$, $L$ is large and negative, and in floating-point code $L+\sqrt D$ loses digits by cancellation. The equal expression $E=2\epsilon_m\epsilon_i/(\sqrt D-L)$ avoids this. For $L>0$ the cancellation is in $\sqrt D-L$ instead, and the original formula should be kept. When $f<1/d$ and $\epsilon_m$ is large enough, $\epsilon_i/(1-df)$ serves as a check on the output.

```lean
/-- As `em` tends to infinity, `e` tends to `ei / (1 - d f)` if `f < 1 / d`, and `e / em` tends
to `(d f - 1) / (d - 1)` if `f > 1 / d`. -/
theorem percolation {e : ℝ → ℝ} (hd : 1 < d) (hi : 0 < ei) (h : IsBranch d f ei e) :
    (f < 1 / d → Tendsto e atTop (𝓝 (ei / (1 - d * f)))) ∧
    (1 / d < f → Tendsto (fun em => e em / em) atTop (𝓝 ((d * f - 1) / (d - 1)))) := by
  have hd0 : 0 < d := by linarith
  have hr := tendsto_ratio hd hi h
  constructor
  · intro hf
    have hf' : d * f < 1 := (lt_div_iff₀' hd0).1 hf
    rw [max_eq_right (by linarith), zero_div] at hr
    have hlim : Tendsto (fun em => ei * (1 + (d * (1 - f) - 1) * (e em / em)) /
        ((1 - d * f) + (d - 1) * (e em / em))) atTop
        (𝓝 (ei * (1 + (d * (1 - f) - 1) * 0) / ((1 - d * f) + (d - 1) * 0))) :=
      (((hr.const_mul _).const_add 1).const_mul ei).div ((hr.const_mul _).const_add _)
        (by rw [mul_zero, add_zero]; exact (sub_pos.2 hf').ne')
    simp only [mul_zero, add_zero, mul_one] at hlim
    refine hlim.congr' ?_
    filter_upwards [eventually_gt_atTop 0] with em hm
    have he := (h em hm).1
    have hq := (bruggemanEq_iff_quadratic hd hm hi he).1 (h em hm).2
    unfold linCoeff at hq
    have hpos : 0 < (1 - d * f) + (d - 1) * (e em / em) :=
      add_pos (sub_pos.2 hf') (mul_pos (sub_pos.2 hd) (div_pos he hm))
    have hre : e em / em * em = e em := by field_simp
    rw [div_eq_iff hpos.ne']
    -- the quadratic divided by `em`
    apply mul_left_cancel₀ hm.ne'
    generalize e em / em = r at hre ⊢
    linear_combination (-1) * hq + ((d * (1 - f) - 1) * ei - (d - 1) * e em) * hre
  · intro hf
    have hf' : 1 < d * f := (div_lt_iff₀' hd0).1 hf
    rwa [max_eq_left (by linarith)] at hr
```

## (i) Approaching the threshold from below

**Task.** For $d>0$ and $\epsilon_i>0$, show that
$$\frac{\epsilon_i}{1-df}\to+\infty\quad\text{as } f\uparrow\tfrac1d .$$

**Solution.** For $f<1/d$ the denominator is positive, and it tends to zero. Its inverse therefore tends to $+\infty$, and so does the positive multiple by $\epsilon_i$. Here `𝓝[<] (1 / d)` means approach from below. The limit $\epsilon_m\to\infty$ has already been taken.

```lean
/-- For positive `d` and `ei`, `ei / (1 - d f)` tends to `+∞` as `f` rises to `1 / d`. -/
theorem limit_diverges (hd : 0 < d) (hi : 0 < ei) :
    Tendsto (fun f => ei / (1 - d * f)) (𝓝[<] (1 / d)) atTop := by
  have hc : Continuous (fun f : ℝ => 1 - d * f) := by fun_prop
  have h1 : Tendsto (fun f : ℝ => 1 - d * f) (𝓝 (1 / d)) (𝓝 0) :=
    hc.tendsto' _ _ (by rw [mul_one_div_cancel hd.ne', sub_self])
  have h0 : Tendsto (fun f : ℝ => 1 - d * f) (𝓝[<] (1 / d)) (𝓝[>] 0) := by
    refine tendsto_nhdsWithin_iff.2 ⟨h1.mono_left nhdsWithin_le_nhds, ?_⟩
    filter_upwards [self_mem_nhdsWithin] with f hf
    exact sub_pos.2 ((lt_div_iff₀' hd).1 hf)
  exact ((tendsto_inv_nhdsGT_zero.comp h0).const_mul_atTop hi).congr
    (fun f => (div_eq_mul_inv _ _).symm)
```

## (j) At the threshold

**Task.** For $f=1/d$, show that, as $\epsilon_m\to\infty$,
$$\epsilon\to\infty,\qquad \frac{\epsilon}{\sqrt{\epsilon_m}}\to\sqrt{\frac{\epsilon_i}{d-1}} .$$

**Solution.** Now $df=1$, so $L=(d-2)\epsilon_i$. Dividing the quadratic by $\epsilon_m$ gives
$$\frac{\epsilon^2}{\epsilon_m}=\frac{\epsilon_i\,(1+(d-2)r)}{d-1},\qquad r=\frac{\epsilon}{\epsilon_m}\to0 .$$
This is `hsq`. Since $\epsilon>0$, taking the square root gives the second limit. Its value is positive, so $\epsilon=\sqrt{\epsilon_m}\cdot(\epsilon/\sqrt{\epsilon_m})$ diverges.

```lean
/-- At `f = 1 / d`, as `em` tends to infinity, `e` diverges and `e / √em` tends to
`√(ei / (d - 1))`. -/
theorem threshold_scaling {e : ℝ → ℝ} (hd : 1 < d) (hi : 0 < ei) (hf : f = 1 / d)
    (h : IsBranch d f ei e) : Tendsto e atTop atTop ∧
      Tendsto (fun em => e em / √em) atTop (𝓝 √(ei / (d - 1))) := by
  have hd' : 0 < d - 1 := sub_pos.2 hd
  have hdf : d * f = 1 := by rw [hf, mul_one_div_cancel (by linarith)]
  have hr := tendsto_ratio hd hi h
  rw [hdf, sub_self, max_self, zero_div] at hr
  have hlim : Tendsto (fun em => √(ei * (1 + (d - 2) * (e em / em)) / (d - 1))) atTop
      (𝓝 √(ei * (1 + (d - 2) * 0) / (d - 1))) :=
    (Real.continuous_sqrt.tendsto _).comp
      ((((hr.const_mul _).const_add 1).const_mul ei).div_const (d - 1))
  simp only [mul_zero, add_zero, mul_one] at hlim
  have hs : Tendsto (fun em => e em / √em) atTop (𝓝 √(ei / (d - 1))) := by
    refine hlim.congr' ?_
    filter_upwards [eventually_gt_atTop 0] with em hm
    have he := (h em hm).1
    have hq := (bruggemanEq_iff_quadratic hd hm hi he).1 (h em hm).2
    unfold linCoeff at hq
    have hre : e em / em * em = e em := by field_simp
    -- the quadratic fixes the square of `e / √em`
    have hsq : ei * (1 + (d - 2) * (e em / em)) / (d - 1) = (e em / √em) ^ 2 := by
      rw [div_pow, Real.sq_sqrt hm.le, div_eq_div_iff hd'.ne' hm.ne']
      generalize e em / em = r at hre ⊢
      linear_combination (-1) * hq + (d - 2) * ei * hre + (ei * e em - em * e em) * hdf
    rw [hsq, Real.sqrt_sq (div_nonneg he.le (Real.sqrt_nonneg em))]
  refine ⟨?_, hs⟩
  refine (hs.pos_mul_atTop (Real.sqrt_pos.2 (div_pos hi hd')) Real.tendsto_sqrt_atTop).congr' ?_
  filter_upwards [eventually_gt_atTop 0] with em hm
  have := Real.sqrt_pos.2 hm
  field_simp

end BruggemanPercolation
```

```lean
#print axioms BruggemanPercolation.existsUnique_pos_root
#print axioms BruggemanPercolation.percolation
#print axioms BruggemanPercolation.limit_diverges
#print axioms BruggemanPercolation.threshold_scaling
```

```
'BruggemanPercolation.existsUnique_pos_root' depends on axioms: [propext, Classical.choice, Quot.sound]
'BruggemanPercolation.percolation' depends on axioms: [propext, Classical.choice, Quot.sound]
'BruggemanPercolation.limit_diverges' depends on axioms: [propext, Classical.choice, Quot.sound]
'BruggemanPercolation.threshold_scaling' depends on axioms: [propext, Classical.choice, Quot.sound]
```
